# For \(H=\sum_i p_i^2/(2m_i)+V(q)\), canonical averages of position functions do not depend on the masses, and \(\langle p_i^2\rangle=m_i/\beta\)

Let \(q,p\in\mathbb R^n\) be the positions and momenta of a classical system with masses \(m_i>0\), and let

\[
H(q,p)=K(p)+V(q),\qquad K(p)=\sum_i\frac{p_i^2}{2m_i}.
\]

Fix \(\beta>0\), the inverse temperature \(1/(k_BT)\), and write \(\langle\cdot\rangle\) for the phase-space average with weight \(e^{-\beta H}\). I use the fact that \(\langle A(q)\rangle\) is the average of \(A\) with weight \(e^{-\beta V}\) alone, so that I can change the masses in a simulation without changing the structural averages I am after. The momenta do notice the change, since \(\langle p_i^2\rangle=m_i/\beta\). Can both statements be made rigorous, with the convergence of the integrals included, and checked in Lean?

## The momentum integral cancels

Yes, provided that \(e^{-\beta V}\) and \(A\,e^{-\beta V}\) are integrable over \(\mathbb R^n\). The first condition says that the positions have a normalisable equilibrium distribution. It fails for an isolated molecule in unbounded space, whose potential does not change when the whole molecule is translated. The second says that \(A\) has a finite average in it.

Since \(H\) is a sum, \(e^{-\beta H}=e^{-\beta V(q)}e^{-\beta K(p)}\). For a function \(A\) of the positions and a function \(B\) of the momenta, Fubini's theorem gives

\[
\int A(q)B(p)\,e^{-\beta H}\,dq\,dp
=\Big(\int A\,e^{-\beta V}dq\Big)\Big(\int B\,e^{-\beta K}dp\Big),
\]

whenever both integrals on the right converge. The momentum weight is a product of Gaussians,

\[
e^{-\beta K(p)}=\prod_j e^{-b_jp_j^2},\qquad b_j=\frac{\beta}{2m_j}>0,
\]

so \(Z_K=\int e^{-\beta K}dp\) is finite and positive. Taking \(B=1\),

\[
\langle A\rangle=\frac{Z_K\int A\,e^{-\beta V}dq}{Z_K\int e^{-\beta V}dq}
=\frac{\int A\,e^{-\beta V}dq}{\int e^{-\beta V}dq}.
\]

The masses entered only through \(Z_K\), which has cancelled. This assumes that neither \(V\) nor \(A\) contains the masses. A mass-weighted radius of gyration, for example, is covered only if its weights stay the same when the masses in \(K\) are changed.

## A Gaussian moment gives \(m_i/\beta\)

Now take \(A=1\) and \(B=p_i^2\). The position integral cancels, and so do the Gaussian factors with \(j\ne i\):

\[
\langle p_i^2\rangle=\frac{\int x^2e^{-b_ix^2}dx}{\int e^{-b_ix^2}dx}.
\]

For any \(b>0\),

\[
\frac{d}{dx}\big(x\,e^{-bx^2}\big)=e^{-bx^2}-2b\,x^2e^{-bx^2}.
\]

The left side integrates to zero over the line, because \(x\,e^{-bx^2}\) vanishes at both ends. Hence

\[
\int x^2e^{-bx^2}dx=\frac1{2b}\int e^{-bx^2}dx,
\]

and with \(b=b_i\) this gives \(\langle p_i^2\rangle=1/(2b_i)=m_i/\beta\). Dividing by \(2m_i\) gives the familiar \(1/(2\beta)\) per quadratic term. For a second set of masses \(m'\), the two averages of \(p_i^2\) agree exactly when \(m_i=m_i'\).

## How the Lean statements describe the system

The finite type `ι` labels Cartesian coordinates, so an atom in three dimensions uses three labels with equal masses. Positions and momenta are functions `ι → ℝ`, and a phase-space point is a pair `x` with `x.1` \(=q\) and `x.2` \(=p\). Integrals use Lebesgue measure, without a factor of Planck's constant, which would cancel in any average.

The definition `gibbsAverage β E F` is the integral of \(F e^{-\beta E}\) divided by that of \(e^{-\beta E}\). It serves for phase space, with `E` equal to `hamiltonian m V`, and for configuration space, with `E` equal to `V`.

- `configurational_average` states that \(A\,e^{-\beta H}\) is integrable, that the partition integral is positive, and that the two averages of \(A\) are equal.
- `mass_repartitioning` compares two sets of positive masses directly.
- `equipartition` states that \(p_i^2e^{-\beta H}\) is integrable and that its average is \(m_i/\beta\). It needs only the condition on \(e^{-\beta V}\).
- `momentum_average_eq_iff` is the comparison of \(\langle p_i^2\rangle\) for two sets of masses, under the same condition on \(e^{-\beta V}\).

Positions range over all of \(\mathbb R^n\), so periodic cells are not covered, and neither are rigid constraints or quantum nuclei. In molecular dynamics, the result supports moving mass onto hydrogen atoms to slow the fastest vibrations, as far as exact classical canonical averages of unconstrained positions are concerned. It does not address time-step error, sampling efficiency or time-dependent properties.

```lean
import Mathlib

open MeasureTheory

namespace CanonicalMassIndependence

noncomputable section

variable {ι : Type*} [Fintype ι]

/-- The kinetic energy `∑ pᵢ² / (2 mᵢ)`, for nonzero masses. -/
def kinetic (m p : ι → ℝ) : ℝ := ∑ i, p i ^ 2 / (2 * m i)

/-- The Hamiltonian at the phase-space point `x = (q, p)`: kinetic energy plus potential. -/
def hamiltonian (m : ι → ℝ) (V : (ι → ℝ) → ℝ) (x : (ι → ℝ) × (ι → ℝ)) : ℝ :=
  kinetic m x.2 + V x.1

/-- The average of `F` with Boltzmann weight `exp (-β E)`, for energies `E` whose
partition integral is finite and positive. -/
def gibbsAverage {X : Type*} [MeasureSpace X] (β : ℝ) (E F : X → ℝ) : ℝ :=
  (∫ x, F x * Real.exp (-β * E x)) / ∫ x, Real.exp (-β * E x)

/-- The second moment of a one-dimensional Gaussian weight `exp (-b x²)` is finite and equals
`1 / (2 b)` times its total weight. -/
theorem gaussian_second_moment {b : ℝ} (hb : 0 < b) :
    Integrable (fun x : ℝ => x ^ 2 * Real.exp (-b * x ^ 2)) ∧
      ∫ x : ℝ, x ^ 2 * Real.exp (-b * x ^ 2) =
        1 / (2 * b) * ∫ x : ℝ, Real.exp (-b * x ^ 2) := by
  have hQ : Integrable (fun x : ℝ => x ^ 2 * Real.exp (-b * x ^ 2)) := by
    have h := integrable_rpow_mul_exp_neg_mul_sq hb (s := 2) (by norm_num)
    simpa only [Real.rpow_two] using h
  have hE := integrable_exp_neg_mul_sq hb
  refine ⟨hQ, ?_⟩
  -- the derivative of x exp(-b x²) integrates to zero
  have hd : ∀ x : ℝ, HasDerivAt (fun y : ℝ => y * Real.exp (-b * y ^ 2))
      (Real.exp (-b * x ^ 2) - 2 * b * (x ^ 2 * Real.exp (-b * x ^ 2))) x := by
    intro x
    have h1 : HasDerivAt (fun y : ℝ => -b * y ^ 2) (-b * (2 * x)) x :=
      ((hasDerivAt_pow 2 x).const_mul (-b)).congr_deriv (by norm_num)
    exact ((hasDerivAt_id' x).fun_mul h1.exp).congr_deriv (by ring)
  have h0 := integral_eq_zero_of_hasDerivAt_of_integrable hd
    (hE.sub (hQ.const_mul (2 * b))) (integrable_mul_exp_neg_mul_sq hb)
  rw [integral_sub hE (hQ.const_mul (2 * b)), integral_const_mul] at h0
  rw [one_div, eq_inv_mul_iff_mul_eq₀ (by positivity)]
  linarith

/-- The Boltzmann factor of the kinetic energy is the product of the one-dimensional factors `exp
(-(β / (2 mᵢ)) pᵢ²)`. -/
theorem kinetic_weight (β : ℝ) (m p : ι → ℝ) :
    Real.exp (-β * kinetic m p) = ∏ i, Real.exp (-(β / (2 * m i)) * p i ^ 2) := by
  unfold kinetic
  rw [Finset.mul_sum, Real.exp_sum]
  refine Finset.prod_congr rfl fun i _ => ?_
  congr 1
  ring

/-- The second moment in `pᵢ` of the momentum weight `exp (-β ∑ pⱼ² / (2 mⱼ))` is finite and equals
`mᵢ / β` times the integral of that weight. -/
theorem momentum_moments {β : ℝ} (hβ : 0 < β) {m : ι → ℝ} (hm : ∀ i, 0 < m i) (i : ι) :
    Integrable (fun p : ι → ℝ => p i ^ 2 * Real.exp (-β * kinetic m p)) ∧
      ∫ p : ι → ℝ, p i ^ 2 * Real.exp (-β * kinetic m p) =
        m i / β * ∫ p : ι → ℝ, Real.exp (-β * kinetic m p) := by
  classical
  have hb : ∀ j, 0 < β / (2 * m j) := fun j => div_pos hβ (mul_pos two_pos (hm j))
  -- absorb pᵢ² into the i-th factor of the product
  have hfun : (fun p : ι → ℝ => p i ^ 2 * Real.exp (-β * kinetic m p)) = fun p =>
      ∏ j, ((if j = i then p j ^ 2 else 1) * Real.exp (-(β / (2 * m j)) * p j ^ 2)) := by
    funext p
    rw [kinetic_weight, Finset.prod_mul_distrib,
      Finset.prod_ite_eq' Finset.univ i (fun j => p j ^ 2), if_pos (Finset.mem_univ i)]
  have hI : ∀ j, ∫ x : ℝ, (if j = i then x ^ 2 else 1) * Real.exp (-(β / (2 * m j)) * x ^ 2) =
      (if j = i then m i / β else 1) * ∫ x : ℝ, Real.exp (-(β / (2 * m j)) * x ^ 2) := by
    intro j
    by_cases h : j = i
    · simp only [h, if_true]
      rw [(gaussian_second_moment (hb i)).2]
      congr 1
      have := (hm i).ne'
      field_simp
    · simp only [h, if_false, one_mul]
  rw [hfun]
  constructor
  · refine Integrable.fintype_prod (μ := fun _ => volume) (f := fun j (x : ℝ) =>
      (if j = i then x ^ 2 else 1) * Real.exp (-(β / (2 * m j)) * x ^ 2)) fun j => ?_
    by_cases h : j = i
    · simpa only [h, if_true] using (gaussian_second_moment (hb i)).1
    · simpa only [h, if_false, one_mul] using integrable_exp_neg_mul_sq (hb j)
  · refine (integral_fintype_prod_volume_eq_prod (fun j (x : ℝ) =>
      (if j = i then x ^ 2 else 1) * Real.exp (-(β / (2 * m j)) * x ^ 2))).trans ?_
    simp only [hI, Finset.prod_mul_distrib, Finset.prod_ite_eq', Finset.mem_univ, if_true,
      kinetic_weight]
    exact congrArg (fun t => m i / β * t) (integral_fintype_prod_volume_eq_prod
      (fun j (x : ℝ) => Real.exp (-(β / (2 * m j)) * x ^ 2))).symm

/-- The momentum weight `exp (-β ∑ pᵢ² / (2 mᵢ))` has a finite integral. -/
theorem kinetic_integrable {β : ℝ} (hβ : 0 < β) {m : ι → ℝ} (hm : ∀ i, 0 < m i) :
    Integrable (fun p : ι → ℝ => Real.exp (-β * kinetic m p)) := by
  simp only [kinetic_weight]
  exact Integrable.fintype_prod (μ := fun _ => volume)
    (f := fun j (x : ℝ) => Real.exp (-(β / (2 * m j)) * x ^ 2))
    fun j => integrable_exp_neg_mul_sq (div_pos hβ (mul_pos two_pos (hm j)))

/-- The phase-space integral of `A(q) B(p)` with the Boltzmann weight converges and factors into a
position integral and a momentum integral, if both of these converge. -/
theorem phase_integral_factor {β : ℝ} {m : ι → ℝ} {V A B : (ι → ℝ) → ℝ}
    (hA : Integrable fun q => A q * Real.exp (-β * V q))
    (hB : Integrable fun p => B p * Real.exp (-β * kinetic m p)) :
    Integrable (fun x : (ι → ℝ) × (ι → ℝ) =>
        A x.1 * B x.2 * Real.exp (-β * hamiltonian m V x)) ∧
      ∫ x : (ι → ℝ) × (ι → ℝ), A x.1 * B x.2 * Real.exp (-β * hamiltonian m V x) =
        (∫ q, A q * Real.exp (-β * V q)) * ∫ p, B p * Real.exp (-β * kinetic m p) := by
  have h : (fun x : (ι → ℝ) × (ι → ℝ) => A x.1 * B x.2 * Real.exp (-β * hamiltonian m V x)) =
      fun x => (A x.1 * Real.exp (-β * V x.1)) * (B x.2 * Real.exp (-β * kinetic m x.2)) := by
    funext x
    rw [show -β * hamiltonian m V x = -β * V x.1 + -β * kinetic m x.2 by
      unfold hamiltonian; ring, Real.exp_add]
    ring
  rw [h]
  exact ⟨hA.mul_prod hB, integral_prod_mul (fun q => A q * Real.exp (-β * V q))
    (fun p => B p * Real.exp (-β * kinetic m p))⟩

/-- The canonical phase-space average of a function `A(q)` of the positions is well defined and
equals its average with weight `exp (-β V)`, for any positive masses, if `exp (-β V)` and `A exp (-β
V)` are integrable. -/
theorem configurational_average {β : ℝ} (hβ : 0 < β) {m : ι → ℝ} (hm : ∀ i, 0 < m i)
    {V A : (ι → ℝ) → ℝ} (hV : Integrable fun q => Real.exp (-β * V q))
    (hA : Integrable fun q => A q * Real.exp (-β * V q)) :
    Integrable (fun x : (ι → ℝ) × (ι → ℝ) => A x.1 * Real.exp (-β * hamiltonian m V x)) ∧
      0 < ∫ x, Real.exp (-β * hamiltonian m V x) ∧
      gibbsAverage β (hamiltonian m V) (fun x => A x.1) = gibbsAverage β V A := by
  have hK := kinetic_integrable hβ hm
  have h := phase_integral_factor (B := fun _ => 1) hA (by simpa only [one_mul] using hK)
  have hZ := phase_integral_factor (A := fun _ => 1) (B := fun _ => 1) (V := V)
    (by simpa only [one_mul] using hV) (by simpa only [one_mul] using hK)
  simp only [one_mul, mul_one] at h hZ
  have hk := integral_exp_pos hK
  refine ⟨h.1, hZ.2 ▸ mul_pos (integral_exp_pos hV) hk, ?_⟩
  -- the momentum integral cancels between numerator and denominator
  simp only [gibbsAverage]
  rw [h.2, hZ.2, mul_div_mul_right _ _ hk.ne']

/-- Replacing the masses `m` by other positive masses `m'` leaves the canonical average of `A(q)`
unchanged, if `exp (-β V)` and `A exp (-β V)` are integrable. -/
theorem mass_repartitioning {β : ℝ} (hβ : 0 < β) {m m' : ι → ℝ} (hm : ∀ i, 0 < m i)
    (hm' : ∀ i, 0 < m' i) {V A : (ι → ℝ) → ℝ} (hV : Integrable fun q => Real.exp (-β * V q))
    (hA : Integrable fun q => A q * Real.exp (-β * V q)) :
    gibbsAverage β (hamiltonian m V) (fun x => A x.1) =
      gibbsAverage β (hamiltonian m' V) (fun x => A x.1) :=
  (configurational_average hβ hm hV hA).2.2.trans (configurational_average hβ hm' hV hA).2.2.symm

/-- Equipartition: `pᵢ² exp (-β H)` is integrable, and the canonical average of `pᵢ²` is `mᵢ / β`.
-/
theorem equipartition {β : ℝ} (hβ : 0 < β) {m : ι → ℝ} (hm : ∀ i, 0 < m i)
    {V : (ι → ℝ) → ℝ} (hV : Integrable fun q => Real.exp (-β * V q)) (i : ι) :
    Integrable (fun x : (ι → ℝ) × (ι → ℝ) =>
        x.2 i ^ 2 * Real.exp (-β * hamiltonian m V x)) ∧
      gibbsAverage β (hamiltonian m V) (fun x => x.2 i ^ 2) = m i / β := by
  have hK := kinetic_integrable hβ hm
  have hM := momentum_moments hβ hm i
  have h := phase_integral_factor (A := fun _ => 1) (B := fun p => p i ^ 2) (V := V)
    (by simpa only [one_mul] using hV) hM.1
  have hZ := phase_integral_factor (A := fun _ => 1) (B := fun _ => 1) (V := V)
    (by simpa only [one_mul] using hV) (by simpa only [one_mul] using hK)
  simp only [one_mul] at h hZ
  refine ⟨h.1, ?_⟩
  simp only [gibbsAverage]
  rw [h.2, hZ.2, hM.2,
    div_eq_iff (mul_ne_zero (integral_exp_pos hV).ne' (integral_exp_pos hK).ne')]
  ring

/-- The canonical averages of `pᵢ²` for two sets of masses agree exactly when the
`i`-th masses agree. -/
theorem momentum_average_eq_iff {β : ℝ} (hβ : 0 < β) {m m' : ι → ℝ} (hm : ∀ i, 0 < m i)
    (hm' : ∀ i, 0 < m' i) {V : (ι → ℝ) → ℝ} (hV : Integrable fun q => Real.exp (-β * V q))
    (i : ι) :
    gibbsAverage β (hamiltonian m V) (fun x => x.2 i ^ 2) =
      gibbsAverage β (hamiltonian m' V) (fun x => x.2 i ^ 2) ↔ m i = m' i := by
  rw [(equipartition hβ hm hV i).2, (equipartition hβ hm' hV i).2, div_left_inj' hβ.ne']

end

end CanonicalMassIndependence
```

```lean
#print axioms CanonicalMassIndependence.configurational_average
#print axioms CanonicalMassIndependence.mass_repartitioning
#print axioms CanonicalMassIndependence.momentum_average_eq_iff
```

```
'CanonicalMassIndependence.configurational_average' depends on axioms: [propext, Classical.choice, Quot.sound]
'CanonicalMassIndependence.mass_repartitioning' depends on axioms: [propext, Classical.choice, Quot.sound]
'CanonicalMassIndependence.momentum_average_eq_iff' depends on axioms: [propext, Classical.choice, Quot.sound]
```

## From one Gaussian to phase space

`gaussian_second_moment` is the one-dimensional calculation. The step `hd` computes the derivative of \(x\,e^{-bx^2}\). The lemma `integral_eq_zero_of_hasDerivAt_of_integrable` then makes its integral zero, asking for integrability of the function and its derivative where the calculation by hand looks at the limits at infinity.

`kinetic_weight` writes \(e^{-\beta K}\) as a product of Gaussians, and `kinetic_integrable` deduces that it is integrable. In `momentum_moments`, the expression `if j = i then p j ^ 2 else 1` places \(p_i^2\) inside the \(i\)-th factor. The integral again becomes a product of one-dimensional integrals, of which only the \(i\)-th differs from its counterpart in \(Z_K\), by the factor \(m_i/\beta\).

`phase_integral_factor` separates positions from momenta. The two main theorems apply it once to the numerator and once to the partition integral, with constant functions \(1\) where needed. In `configurational_average`, `mul_div_mul_right` cancels \(Z_K\). In `equipartition`, `div_eq_iff` clears the nonzero denominator and `ring` finishes.

## A closer look at `integral_prod_mul`

Both averages rest on this Mathlib lemma, which says that the integral of \(f(q)g(p)\) over a product space is the product of the two integrals. It takes the two functions and no proof that they are integrable: Lean assigns the value zero to the integral of a non-integrable function, and the equation still holds under that convention. The factorisation alone therefore says nothing about convergence. That is why `phase_integral_factor` pairs it with `hA.mul_prod hB`, which proves that the phase-space integrand is integrable from the integrability of its two factors.
